# A real symmetric bipartite hopping matrix has zero odd moments and a symmetric local density of states at every site

## Spectral weight at a single energy

The local density of states of a finite system is a set of sharp peaks, and it is represented here by a function that returns the weight of the peak at each energy. For site i and energy e,

ρ_i(e) = Σ_a U_ia², summed over the modes a with E_a = e.

Here U_ia is the amplitude of the normalised mode a on site i, and E_a is its energy. There is no broadening and no delta function: ρ_i(e) is an ordinary number, and it is zero when no mode has energy e. Degenerate modes are added together.

The physical system is a set of sites divided into two sublattices, with electrons that hop only from one sublattice to the other. The hopping matrix H is real, and H_ij = 0 whenever i and j lie on the same sublattice. The case i = j says that all on-site energies are equal and that their common value is the zero of energy. The other cases exclude hopping within a sublattice, such as second-neighbour hopping on a square lattice.

## The statement in words

The sites form a finite type `n`, and `s : n → Bool` gives each site its sublattice label. The condition on the hopping is `Bipartite s H`.

The modes enter through `IsModeMatrix H E U`. Its field `orth` says UᵀU = 1, so the columns of U are orthonormal, and `eig` says HU = U diag(E), so column a is an eigenvector with energy E_a. Such modes exist for every real symmetric H, by `exists_modes`. The function ρ_i(e) is `localDOS E U i e`.

The main theorem, `bipartite_local_spectrum`, takes a bipartite H and any mode matrix for it, and concludes for every site i that

(H^(2k+1))_ii = 0 for every k = 0, 1, 2, …

ρ_i(−e) = ρ_i(e) for every real e.

Behind it stands an equivalence, `odd_moments_iff_symmetric`, which does not need the sublattices: for any H with orthonormal modes, the odd moments at a site all vanish exactly when the local density of states at that site is symmetric about zero.

The model is finite and non-interacting, with real hopping and an orthonormal basis. Complex hopping phases from a magnetic field, overlap matrices and infinite crystals are not covered.

Summing ρ_i(e) over all sites counts the modes at energy e, so the symmetry also gives eigenspaces of equal dimension at e and −e; that short corollary is left to the reader and is not in the file.

## From hops to odd powers

Let σ_i be +1 on one sublattice and −1 on the other. A single hop from l to j satisfies

σ_l H_lj = −H_lj σ_j.

If l and j are on the same sublattice, both sides are zero. Otherwise σ_l = −σ_j.

For k hops the claim is

σ_i (H^k)_ij = (−1)^k (H^k)_ij σ_j.

At k = 0 the matrix is the identity, and both sides agree. If the claim holds for k, then

σ_i (H^(k+1))_ij = Σ_l σ_i (H^k)_il H_lj

= (−1)^k Σ_l (H^k)_il σ_l H_lj

= (−1)^(k+1) Σ_l (H^k)_il H_lj σ_j,

which is the claim for k+1. Now take an odd power and two sites with σ_i = σ_j. The matrix element equals its own negative, so it is zero. Odd powers therefore couple only opposite sublattices, and their diagonals vanish.

## From moments to the spectrum

Write D = diag(E). Repeated use of HU = UD gives H^k U = U D^k. Since U is square, UᵀU = 1 implies UUᵀ = 1, and so H^k = U D^k Uᵀ. The diagonal element is

(H^k)_ii = Σ_a U_ia² E_a^k.

Fix the site i, write w_a = U_ia², and suppose that all odd moments vanish. Then for every power m

Σ_a w_a E_a^m = Σ_a w_a (−E_a)^m.

For even m the two sides are equal term by term; for odd m both are zero. By linearity the same holds for every polynomial in place of the power. Any function f agrees with some polynomial on the finite set of all E_a and −E_a, so

Σ_a w_a f(E_a) = Σ_a w_a f(−E_a).

Choosing f to be 1 at e and 0 elsewhere turns this into ρ_i(e) = ρ_i(−e).

Conversely, suppose that ρ_i is symmetric. Let S be the set of all E_a and −E_a. Grouping the modes by energy gives

(H^(2k+1))_ii = Σ_{e in S} ρ_i(e) e^(2k+1).

Replacing e by −e maps S to itself and changes the sign of the sum, so the sum is zero.

## A three-site chain with unequal bonds

Take sites 1, 2, 3 in a row with H_12 = 3 and H_23 = 4, in some energy unit. The end sites form one sublattice and the middle site the other. The normalised modes are

E = 5: (3, 5, 4)/√50

E = 0: (4, 0, −3)/5

E = −5: (3, −5, 4)/√50

The weights at energies −5, 0, 5 are

site 1: 9/50, 16/25, 9/50

site 2: 1/2, 0, 1/2

site 3: 8/25, 9/25, 8/25

The three sites have different spectra, and each spectrum is symmetric. At site 1 the second moment is 2 · (9/50) · 25 = 9, the square of its only bond, and the third is (9/50)(125 − 125) = 0.

A triangle with hopping t behaves differently. An electron can return to its site in three hops, in either direction round the ring, which gives a third moment of 2t³. The energies are 2t, −t, −t, and the weights at each site are 1/3 at 2t and 2/3 at −t, which is not symmetric unless t = 0.

## Odd moments in a moment calculation

Local moments can be computed without diagonalising H. One simple way is to start from a vector that is 1 on site i and 0 elsewhere, multiply repeatedly by H, and read off the component on site i after each step. For a finite, non-interacting bipartite model every odd step returns zero there, so only the even moments carry information about the local spectrum.

The same holds for odd Chebyshev moments, because odd Chebyshev polynomials contain only odd powers, provided that H is rescaled without a shift. A nonzero odd moment in a model meant to be bipartite points to an on-site term, a hop within a sublattice, or a periodic boundary that joins two sites of the same sublattice.

## The Lean file

```lean
import Mathlib

open Matrix

namespace BipartiteTightBinding

noncomputable section

variable {n : Type*} [Fintype n] [DecidableEq n]

/-- The matrix `H` has no entry between sites of the same sublattice; in particular its
diagonal is zero. -/
def Bipartite (s : n → Bool) (H : Matrix n n ℝ) : Prop :=
  ∀ i j, s i = s j → H i j = 0

/-- The sign `+1` on one sublattice and `-1` on the other. -/
def sublatticeSign (s : n → Bool) (i : n) : ℝ := if s i then 1 else -1

/-- The columns of `U` are orthonormal modes of `H` with energies `E`. -/
structure IsModeMatrix (H : Matrix n n ℝ) (E : n → ℝ) (U : Matrix n n ℝ) : Prop where
  orth : Uᵀ * U = 1
  eig : H * U = U * diagonal E

/-- The local density of states at site `i` and energy `e`: the total weight on site `i` of
the modes with energy `e`. -/
def localDOS (E : n → ℝ) (U : Matrix n n ℝ) (i : n) (e : ℝ) : ℝ :=
  ∑ a, if E a = e then U i a ^ 2 else 0

omit [Fintype n] [DecidableEq n] in
/-- A single hop reverses the sublattice sign. -/
theorem sign_hop {s : n → Bool} {H : Matrix n n ℝ} (h : Bipartite s H) (l j : n) :
    sublatticeSign s l * H l j = -(H l j * sublatticeSign s j) := by
  by_cases hs : s l = s j
  · simp [h l j hs]
  · cases hl : s l <;> cases hj : s j <;> simp_all [sublatticeSign]

/-- After `k` hops the sublattice sign has changed by the factor `(-1)^k`. -/
theorem sign_pow {s : n → Bool} {H : Matrix n n ℝ} (h : Bipartite s H) (k : ℕ) (i j : n) :
    sublatticeSign s i * (H ^ k) i j = (-1) ^ k * ((H ^ k) i j * sublatticeSign s j) := by
  induction k generalizing j with
  | zero =>
    by_cases hij : i = j
    · subst hij; simp
    · simp [hij]
  | succ k ih =>
    rw [pow_succ H k, Matrix.mul_apply, Finset.mul_sum, Finset.sum_mul, Finset.mul_sum]
    refine Finset.sum_congr rfl fun l _ => ?_
    -- move the sign through the first `k` hops, then through the last one
    linear_combination H l j * ih l + (-1) ^ k * (H ^ k) i l * sign_hop h l j

/-- Every odd power of a bipartite `H` again couples only opposite sublattices; in particular
its diagonal is zero. -/
theorem odd_pow_bipartite {s : n → Bool} {H : Matrix n n ℝ} (h : Bipartite s H) (k : ℕ) :
    Bipartite s (H ^ (2 * k + 1)) := by
  intro i j hij
  have h1 := sign_pow h (2 * k + 1) i j
  have h2 : sublatticeSign s j = sublatticeSign s i := by simp [sublatticeSign, hij]
  have h3 : sublatticeSign s i ≠ 0 := by
    unfold sublatticeSign
    split_ifs <;> norm_num
  rw [Odd.neg_one_pow ⟨k, rfl⟩, h2] at h1
  have h4 : sublatticeSign s i * (H ^ (2 * k + 1)) i j = 0 := by linarith
  exact (mul_eq_zero.mp h4).resolve_left h3

/-- Every real symmetric `H` has a complete set of orthonormal modes. -/
theorem exists_modes {H : Matrix n n ℝ} (hH : H.IsSymm) : ∃ E U, IsModeMatrix H E U := by
  have hh : H.IsHermitian := by
    rw [Matrix.IsHermitian, Matrix.conjTranspose_eq_transpose_of_trivial]
    exact hH
  refine ⟨hh.eigenvalues, Matrix.of fun i a => (hh.eigenvectorBasis a).ofLp i, ?_, ?_⟩
  · ext a b
    have h1 := orthonormal_iff_ite.mp hh.eigenvectorBasis.orthonormal a b
    rw [PiLp.inner_apply] at h1
    rw [Matrix.one_apply, ← h1, Matrix.mul_apply]
    refine Finset.sum_congr rfl fun i _ => ?_
    simp [mul_comm]
  · ext i a
    rw [Matrix.mul_diagonal]
    exact (congrFun (hh.mulVec_eigenvectorBasis a) i).trans (mul_comm _ _)

/-- The `k`-th local moment of `H` at site `i` is the average of `E^k` over the modes, weighted
by their intensity on that site. -/
theorem local_moment {H U : Matrix n n ℝ} {E : n → ℝ} (hU : IsModeMatrix H E U)
    (k : ℕ) (i : n) : (H ^ k) i i = ∑ a, U i a ^ 2 * E a ^ k := by
  have h1 : H ^ k * U = U * diagonal E ^ k := by
    induction k with
    | zero => simp
    | succ k ih =>
      rw [pow_succ, Matrix.mul_assoc, hU.eig, ← Matrix.mul_assoc, ih, Matrix.mul_assoc,
        ← pow_succ]
  have h2 : U * Uᵀ = 1 := mul_eq_one_comm.mp hU.orth
  have h3 : H ^ k = U * diagonal (E ^ k) * Uᵀ := by
    rw [← Matrix.diagonal_pow, ← h1, Matrix.mul_assoc, h2, Matrix.mul_one]
  rw [h3, Matrix.mul_apply]
  refine Finset.sum_congr rfl fun a _ => ?_
  rw [Matrix.mul_diagonal, Matrix.transpose_apply, Pi.pow_apply]
  ring

omit [DecidableEq n] in
/-- If all odd moments of a finite weighted spectrum vanish, every function of energy has the
same weighted sum over the spectrum and over its mirror image. -/
theorem mirror_average (w E : n → ℝ) (h : ∀ k : ℕ, ∑ a, w a * E a ^ (2 * k + 1) = 0)
    (f : ℝ → ℝ) : ∑ a, w a * f (E a) = ∑ a, w a * f (-E a) := by
  -- first for polynomials, monomial by monomial
  have hp : ∀ p : Polynomial ℝ, ∑ a, w a * p.eval (E a) = ∑ a, w a * p.eval (-E a) := by
    intro p
    induction p using Polynomial.induction_on' with
    | add p q hp hq =>
      simp only [Polynomial.eval_add, mul_add, Finset.sum_add_distrib, hp, hq]
    | monomial m c =>
      simp only [Polynomial.eval_monomial]
      rcases Nat.even_or_odd' m with ⟨k, rfl | rfl⟩
      · simp only [(even_two_mul k).neg_pow]
      · have e1 : ∑ a, w a * (c * E a ^ (2 * k + 1)) = c * ∑ a, w a * E a ^ (2 * k + 1) := by
          rw [Finset.mul_sum]
          exact Finset.sum_congr rfl fun a _ => by ring
        have ho : Odd (2 * k + 1) := ⟨k, rfl⟩
        simp only [ho.neg_pow, mul_neg, Finset.sum_neg_distrib]
        rw [e1, h k]
        simp
  -- then interpolate `f` on the finitely many energies and their negatives
  let S : Finset ℝ := Finset.univ.image E ∪ Finset.univ.image (fun a => -E a)
  have hf : ∀ x ∈ S, (Lagrange.interpolate S id f).eval x = f x := fun x hx =>
    Lagrange.eval_interpolate_at_node f (Set.injOn_id _) hx
  have h1 := hp (Lagrange.interpolate S id f)
  have hE : ∀ a, E a ∈ S := fun a =>
    Finset.mem_union_left _ (Finset.mem_image_of_mem E (Finset.mem_univ a))
  have hN : ∀ a, -E a ∈ S := fun a =>
    Finset.mem_union_right _ (Finset.mem_image_of_mem (fun a => -E a) (Finset.mem_univ a))
  simpa only [hf _ (hE _), hf _ (hN _)] using h1

/-- All odd local moments at a site vanish exactly when the local density of states there is
symmetric about zero energy. -/
theorem odd_moments_iff_symmetric {H U : Matrix n n ℝ} {E : n → ℝ}
    (hU : IsModeMatrix H E U) (i : n) :
    (∀ k : ℕ, (H ^ (2 * k + 1)) i i = 0) ↔
      ∀ e, localDOS E U i (-e) = localDOS E U i e := by
  constructor
  · intro h e
    have key := mirror_average (fun a => U i a ^ 2) E
      (fun k => by rw [← local_moment hU]; exact h k) (fun x => if x = e then 1 else 0)
    simpa [localDOS, neg_eq_iff_eq_neg] using key.symm
  · intro h k
    -- group the modes by energy, on a finite set closed under `e ↦ -e`
    let S : Finset ℝ := Finset.univ.image E ∪ Finset.univ.image (fun a => -E a)
    have hE : ∀ a, E a ∈ S := fun a =>
      Finset.mem_union_left _ (Finset.mem_image_of_mem E (Finset.mem_univ a))
    have hS : ∀ e ∈ S, -e ∈ S := by
      intro e he
      simp only [S, Finset.mem_union, Finset.mem_image, Finset.mem_univ, true_and] at he ⊢
      rcases he with ⟨a, rfl⟩ | ⟨a, rfl⟩
      · exact Or.inr ⟨a, rfl⟩
      · exact Or.inl ⟨a, (neg_neg _).symm⟩
    have h1 : ∑ e ∈ S, localDOS E U i e * e ^ (2 * k + 1) = (H ^ (2 * k + 1)) i i := by
      rw [local_moment hU]
      simp only [localDOS, Finset.sum_mul]
      rw [Finset.sum_comm]
      refine Finset.sum_congr rfl fun a _ => ?_
      simp only [ite_mul, zero_mul, Finset.sum_ite_eq, hE a, if_true]
    have h2 : ∑ e ∈ S, localDOS E U i e * e ^ (2 * k + 1)
        = ∑ e ∈ S, -(localDOS E U i e * e ^ (2 * k + 1)) := by
      refine Finset.sum_nbij' (fun e => -e) (fun e => -e) hS hS (by simp) (by simp) ?_
      intro e _
      have ho : Odd (2 * k + 1) := ⟨k, rfl⟩
      rw [h e, ho.neg_pow]
      ring
    rw [Finset.sum_neg_distrib, h1] at h2
    linarith

/-- In a bipartite tight-binding model every site has zero odd moments and the same local
density of states at `e` and `-e`. -/
theorem bipartite_local_spectrum {s : n → Bool} {H U : Matrix n n ℝ} {E : n → ℝ}
    (h : Bipartite s H) (hU : IsModeMatrix H E U) (i : n) :
    (∀ k : ℕ, (H ^ (2 * k + 1)) i i = 0) ∧
      ∀ e, localDOS E U i (-e) = localDOS E U i e := by
  have h0 : ∀ k : ℕ, (H ^ (2 * k + 1)) i i = 0 := fun k => odd_pow_bipartite h k i i rfl
  exact ⟨h0, (odd_moments_iff_symmetric hU i).mp h0⟩

/-- The dimer with hopping `t` is bipartite, and its even and odd combinations are orthonormal
modes with energies `t` and `-t`. -/
theorem dimer_witness (t : ℝ) :
    Bipartite ![true, false] !![0, t; t, 0] ∧
      IsModeMatrix !![0, t; t, 0] ![t, -t]
        !![√2 / 2, √2 / 2; √2 / 2, -(√2 / 2)] := by
  have hc : √2 / 2 * (√2 / 2) = 1 / 2 := by
    have h2 : √2 * √2 = 2 := Real.mul_self_sqrt (by norm_num)
    linarith
  generalize √2 / 2 = c at hc ⊢
  refine ⟨?_, ?_, ?_⟩
  · intro i j
    fin_cases i <;> fin_cases j <;> simp
  · ext i j
    fin_cases i <;> fin_cases j <;> simp [Matrix.mul_apply, Fin.sum_univ_succ] <;> linarith
  · ext i j
    rw [Matrix.mul_diagonal]
    fin_cases i <;> fin_cases j <;> simp [Matrix.mul_apply, Fin.sum_univ_succ] <;> ring

/-- On a triangle with hopping `t` the third local moment is `2 t^3` at every site. -/
theorem triangle_third_moment (t : ℝ) (i : Fin 3) :
    ((!![0, t, t; t, 0, t; t, t, 0] : Matrix (Fin 3) (Fin 3) ℝ) ^ 3) i i = 2 * t ^ 3 := by
  fin_cases i <;> simp [pow_succ, Matrix.mul_apply, Fin.sum_univ_succ] <;> ring

end

end BipartiteTightBinding
```

```lean
#print axioms BipartiteTightBinding.exists_modes
#print axioms BipartiteTightBinding.bipartite_local_spectrum
#print axioms BipartiteTightBinding.triangle_third_moment
```

```
'BipartiteTightBinding.exists_modes' depends on axioms: [propext, Classical.choice, Quot.sound]
'BipartiteTightBinding.bipartite_local_spectrum' depends on axioms: [propext, Classical.choice, Quot.sound]
'BipartiteTightBinding.triangle_third_moment' depends on axioms: [propext, Classical.choice, Quot.sound]
```

## How the proof follows the derivation

**Sublattice signs.** `sign_hop` splits into the two cases used above, equal and opposite labels. `sign_pow` is the induction on k. It keeps the end site `j` general, because the induction hypothesis is needed at the intermediate site `l`. After the matrix product has been written as a sum, `linear_combination` adds the hypothesis for the first k hops to the rule for the last one, each with its coefficient. `odd_pow_bipartite` then sets the two signs equal, obtains a product equal to zero, and removes the nonzero sign.

**Modes and moments.** `exists_modes` takes the eigenvalues and the orthonormal eigenvector basis from Mathlib's spectral theorem and places the eigenvectors in the columns of U. In `local_moment`, `h1` is H^k U = U D^k, proved by induction, `h2` is UUᵀ = 1, and `h3` is the resulting formula for H^k. The rest reads off the diagonal element.

**Polynomials and interpolation.** `mirror_average` is stated for arbitrary real weights `w`, since positivity plays no part. The auxiliary statement `hp` treats polynomials: the induction principle reduces them to sums and monomials, and each monomial is either even or odd. The set `S` contains the energies and their negatives. `Lagrange.interpolate` supplies a polynomial that agrees with `f` on `S`, and the last line replaces its values by those of `f`.

**The equivalence.** The forward half of `odd_moments_iff_symmetric` applies `mirror_average` to the function that is 1 at `e` and 0 elsewhere. In the reverse half, `h1` groups the modes by energy by exchanging two sums, and `h2` relabels e as −e through `Finset.sum_nbij'`. Together they say that the moment equals its own negative, and `linarith` concludes that it is zero. `bipartite_local_spectrum` combines the odd-power rule at j = i with the forward half.

**The two small systems.** `dimer_witness` shows that the hypotheses of the main theorem are met by a two-site molecule, with modes (1, 1)/√2 at energy t and (1, −1)/√2 at energy −t. It replaces √2/2 by a letter `c` with c² = 1/2 and checks the matrix entries one by one. `triangle_third_moment` expands the cube of the 3 × 3 matrix at each site.
